# The normalized collective spin of N ≥ 1 free unpolarized spins has fourth moment 3 − 2/N

For $N$ free spins with values $\pm1$, all $2^N$ configurations being equally likely, the collective spin is the sum of the spins, equal to $N-2k$ when $k$ of them are down. It has second moment $N$ and fourth moment $3N^2-2N$:

$$
2^{-N}\sum_{k=0}^{N}\binom Nk (N-2k)^2=N,\qquad
2^{-N}\sum_{k=0}^{N}\binom Nk (N-2k)^4=3N^2-2N .
$$

Divided by $\sqrt N$, for $N\ge1$, the collective spin has second moment $1$ and fourth moment $3-2/N$. This is always below the Wick value $3$, the fourth moment of a centred Gaussian variable with unit variance, and converges to it as $N\to\infty$.

## Spins at infinite temperature and the Wick value

Wick's theorem for a centred Gaussian variable $X$ writes $\langle X^4\rangle$ as a sum over the three ways of pairing four factors, so $\langle X^4\rangle=3\langle X^2\rangle^2$. A single spin violates this relation, since $\sigma^2=\sigma^4=1$. The collective spin inherits a violation, which becomes small relative to the Wick value when many spins contribute equally.

In quantum terms, the averages are moments of $\sum_i\sigma^z_i$ for $N$ spins ½ on distinct sites in the maximally mixed state, which is the thermal state at infinite temperature. In that state, replacing the normalized collective spin by a centred Gaussian variable of the same variance overestimates its fourth moment by $2/N$.

## Adding one spin at a time

Let $s$ be a finite set of sites and $t\subseteq s$ the set of down spins. The real couplings $a_i$ are the weights with which the spins enter the collective spin, not interactions between spins. Put $\sigma_i(t)=-1$ for $i\in t$ and $+1$ otherwise, and

$$
M_s(t)=\sum_{i\in s}a_i\sigma_i(t),\qquad
\langle F\rangle_s=2^{-|s|}\sum_{t\subseteq s}F(t).
$$

Add a site $j\notin s$. Each configuration $t$ of the old spins gives two new ones, with spin $j$ up or down, and the collective spin becomes $M_s+a_j$ or $M_s-a_j$. Hence, for every function $g$,

$$
\langle g(M_{s\cup\{j\}})\rangle_{s\cup\{j\}}
=\Big\langle \tfrac12\big[g(M_s+a_j)+g(M_s-a_j)\big]\Big\rangle_s .
$$

The odd powers of $a_j$ cancel:

$$
\begin{aligned}
\langle M_{s\cup\{j\}}^2\rangle&=\langle M_s^2\rangle+a_j^2,\\
\langle M_{s\cup\{j\}}^4\rangle&=\langle M_s^4\rangle+6a_j^2\langle M_s^2\rangle+a_j^4 .
\end{aligned}
$$

Both moments vanish for the empty set. The first recursion therefore gives $\langle M_s^2\rangle=A$ with $A=\sum_{i\in s}a_i^2$. Let $B=\sum_{i\in s}a_i^4$ and suppose $\langle M_s^4\rangle=3A^2-2B$. Then

$$
3A^2-2B+6a_j^2A+a_j^4=3(A+a_j^2)^2-2(B+a_j^4),
$$

which is the same formula for the larger set. By induction,

$$
\langle M_s^4\rangle=3\Big(\sum_{i\in s}a_i^2\Big)^2-2\sum_{i\in s}a_i^4 .
$$

The deviation from the Wick value is $-2B$. It vanishes exactly when every $a_i$ with $i\in s$ is zero.

## Equal couplings and the limit

For $a_i=1$ and $|s|=N$, a configuration with $k$ down spins has $M_s=(N-k)-k=N-2k$, and there are $\binom Nk$ of them. Here $A=B=N$, which gives the two binomial sums.

For $a_i=1/\sqrt N$ and $N\ge1$, we have $A=1$ and $B=N\cdot N^{-2}=1/N$. The fourth moment is then $3-2/N<3$, and $2/N\to0$.

## Reading the formal statements

Sites are elements of an arbitrary type `ι`, and a configuration is the finite set `t` of down spins. The functions `spin t i` and `collective a s t` are $\sigma_i(t)$ and $M_s(t)$, and `average s F` is the uniform mean over the subsets of `s`. Spins are measured in units of $\hbar/2$.

- `second_moment` and `fourth_moment` give the formulas for arbitrary real couplings.
- `wick_iff_uncoupled` says that the Wick relation between these two moments holds exactly when all couplings on `s` vanish.
- `binomial_moments` gives the two sums for every natural number `N`, including zero.
- `normalized_moments` assumes `1 ≤ N` and gives the second moment, the fourth moment and the strict inequality for `normalizedSpin`.
- `tendsto_wick` is the limit of the fourth moment.

The uniform average makes the spins independent and unpolarized. Correlations between spins, a net polarization and transverse spin components are absent from the model. The limit concerns the fourth moment alone and makes no statement about convergence of the whole distribution.

```lean
import Mathlib

open Finset Filter Topology

namespace CollectiveSpinWick

noncomputable section

variable {ι : Type*} [DecidableEq ι]

/-- The value of the spin at site `i` when `t` is the set of down spins:
`-1` on `t` and `+1` elsewhere. -/
def spin (t : Finset ι) (i : ι) : ℝ := if i ∈ t then -1 else 1

/-- The collective spin of the sites in `s`, each spin weighted by its coupling `a i`. -/
def collective (a : ι → ℝ) (s t : Finset ι) : ℝ := ∑ i ∈ s, a i * spin t i

/-- The average of an observable over all configurations of the spins in `s`,
each configuration being equally likely. -/
def average (s : Finset ι) (F : Finset ι → ℝ) : ℝ :=
  (∑ t ∈ s.powerset, F t) / 2 ^ s.card

/-- The collective spin of `N` equally coupled spins divided by `√N`, for `N ≥ 1`. -/
def normalizedSpin (N : ℕ) (t : Finset ℕ) : ℝ :=
  collective (fun _ => 1) (range N) t / Real.sqrt N

/-- Adding a free spin at a new site `j` shifts the collective spin by `a j` or `-a j`
with equal probability. -/
theorem average_insert {s : Finset ι} {j : ι} (hj : j ∉ s) (a : ι → ℝ) (g : ℝ → ℝ) :
    average (insert j s) (fun t => g (collective a (insert j s) t)) =
      average s (fun t =>
        (g (collective a s t + a j) + g (collective a s t - a j)) / 2) := by
  -- the new spin points up
  have up : ∀ t ∈ s.powerset,
      collective a (insert j s) t = collective a s t + a j := by
    intro t ht
    have hjt : j ∉ t := fun h => hj (mem_powerset.mp ht h)
    unfold collective
    rw [sum_insert hj]
    simp only [spin, if_neg hjt]
    ring
  -- the new spin points down
  have down : ∀ t ∈ s.powerset,
      collective a (insert j s) (insert j t) = collective a s t - a j := by
    intro t _
    have h : ∑ i ∈ s, a i * spin (insert j t) i = ∑ i ∈ s, a i * spin t i := by
      refine sum_congr rfl fun i hi => ?_
      have hij : i ≠ j := fun h => hj (h ▸ hi)
      simp [spin, hij]
    unfold collective
    rw [sum_insert hj, h]
    simp only [spin, mem_insert_self, if_true]
    ring
  have e1 : ∑ t ∈ s.powerset, g (collective a (insert j s) t) =
      ∑ t ∈ s.powerset, g (collective a s t + a j) :=
    sum_congr rfl fun t ht => by rw [up t ht]
  have e2 : ∑ t ∈ s.powerset, g (collective a (insert j s) (insert j t)) =
      ∑ t ∈ s.powerset, g (collective a s t - a j) :=
    sum_congr rfl fun t ht => by rw [down t ht]
  simp only [average]
  rw [sum_powerset_insert hj, e1, e2, card_insert_of_notMem hj, ← sum_div,
    sum_add_distrib, pow_succ]
  ring

omit [DecidableEq ι] in
/-- The average is linear and leaves constants unchanged. -/
theorem average_affine (s : Finset ι) (F G : Finset ι → ℝ) (c d : ℝ) :
    average s (fun t => F t + c * G t + d) = average s F + c * average s G + d := by
  have h : (2 : ℝ) ^ s.card ≠ 0 := by positivity
  simp only [average, sum_add_distrib, ← mul_sum, sum_const, card_powerset,
    nsmul_eq_mul, Nat.cast_pow, Nat.cast_ofNat]
  rw [add_div, add_div, mul_div_cancel_left₀ _ h, mul_div_assoc]

/-- The second moment of the collective spin is the sum of the squared couplings over `s`. -/
theorem second_moment (a : ι → ℝ) (s : Finset ι) :
    average s (fun t => collective a s t ^ 2) = ∑ i ∈ s, a i ^ 2 := by
  induction s using Finset.induction_on with
  | empty => simp [average, collective]
  | insert j s hj ih =>
    calc average (insert j s) (fun t => collective a (insert j s) t ^ 2)
        = average s (fun t =>
            ((collective a s t + a j) ^ 2 + (collective a s t - a j) ^ 2) / 2) :=
          average_insert hj a (fun x => x ^ 2)
      _ = average s (fun t =>
            collective a s t ^ 2 + 0 * collective a s t ^ 2 + a j ^ 2) := by
          congr 1
          funext t
          ring
      _ = _ := by
          rw [average_affine, ih, sum_insert hj]
          ring

/-- The fourth moment of the collective spin is three times the squared sum of `a i ^ 2`, minus
twice the sum of `a i ^ 4`, both sums running over `s`. -/
theorem fourth_moment (a : ι → ℝ) (s : Finset ι) :
    average s (fun t => collective a s t ^ 4) =
      3 * (∑ i ∈ s, a i ^ 2) ^ 2 - 2 * ∑ i ∈ s, a i ^ 4 := by
  induction s using Finset.induction_on with
  | empty => simp [average, collective]
  | insert j s hj ih =>
    calc average (insert j s) (fun t => collective a (insert j s) t ^ 4)
        = average s (fun t =>
            ((collective a s t + a j) ^ 4 + (collective a s t - a j) ^ 4) / 2) :=
          average_insert hj a (fun x => x ^ 4)
      _ = average s (fun t =>
            collective a s t ^ 4 + (6 * a j ^ 2) * collective a s t ^ 2 + a j ^ 4) := by
          congr 1
          funext t
          ring
      _ = _ := by
          rw [average_affine, ih, second_moment, sum_insert hj, sum_insert hj]
          ring

/-- The fourth moment equals the Wick value, three times the squared second moment, exactly when
every coupling on `s` vanishes. -/
theorem wick_iff_uncoupled (a : ι → ℝ) (s : Finset ι) :
    average s (fun t => collective a s t ^ 4) =
      3 * average s (fun t => collective a s t ^ 2) ^ 2 ↔ ∀ i ∈ s, a i = 0 := by
  rw [fourth_moment, second_moment]
  constructor
  · intro h i hi
    have h0 : ∑ i ∈ s, a i ^ 4 = 0 := by linarith
    have h1 := (sum_eq_zero_iff_of_nonneg (fun i _ => by positivity)).mp h0 i hi
    exact (pow_eq_zero_iff (by norm_num)).mp h1
  · intro h
    have h0 : ∑ i ∈ s, a i ^ 4 = 0 :=
      sum_eq_zero fun i hi => by rw [h i hi]; norm_num
    rw [h0]
    ring

/-- With unit couplings, the collective spin is the number of spins minus twice
the number of down spins. -/
theorem collective_uniform {s t : Finset ι} (ht : t ⊆ s) :
    collective (fun _ => 1) s t = (s.card : ℝ) - 2 * t.card := by
  have e : ∀ i, (1 : ℝ) * spin t i = 1 - 2 * (if i ∈ t then 1 else 0) := by
    intro i
    unfold spin
    split_ifs <;> norm_num
  simp only [collective, e]
  rw [sum_sub_distrib, ← mul_sum, sum_ite_mem, inter_eq_right.mpr ht]
  simp

/-- With unit couplings, averaging a function of the collective spin amounts to a
binomial average over the number `k` of down spins. -/
theorem average_binomial (s : Finset ι) (g : ℝ → ℝ) :
    average s (fun t => g (collective (fun _ => 1) s t)) =
      (∑ k ∈ range (s.card + 1), (s.card.choose k : ℝ) * g ((s.card : ℝ) - 2 * k))
        / 2 ^ s.card := by
  -- group the configurations by their number of down spins
  have h : ∑ t ∈ s.powerset, g ((s.card : ℝ) - 2 * t.card) =
      ∑ k ∈ range (s.card + 1), (s.card.choose k : ℝ) * g ((s.card : ℝ) - 2 * k) :=
    (sum_powerset_apply_card (fun k : ℕ => g ((s.card : ℝ) - 2 * k))).trans
      (sum_congr rfl fun k _ => nsmul_eq_mul _ _)
  simp only [average]
  rw [← h]
  congr 1
  exact sum_congr rfl fun t ht => by rw [collective_uniform (mem_powerset.mp ht)]

/-- The binomial second and fourth moments of `N` free spins are `N` and `3N² - 2N`. -/
theorem binomial_moments (N : ℕ) :
    (∑ k ∈ range (N + 1), (N.choose k : ℝ) * ((N : ℝ) - 2 * k) ^ 2) / 2 ^ N = (N : ℝ) ∧
    (∑ k ∈ range (N + 1), (N.choose k : ℝ) * ((N : ℝ) - 2 * k) ^ 4) / 2 ^ N =
      3 * (N : ℝ) ^ 2 - 2 * N := by
  have h2 := average_binomial (range N) (fun x => x ^ 2)
  have h4 := average_binomial (range N) (fun x => x ^ 4)
  simp only [card_range] at h2 h4
  rw [← h2, ← h4, second_moment, fourth_moment]
  constructor <;> simp

/-- For `N ≥ 1` the normalized collective spin has second moment `1` and fourth moment
`3 - 2/N`, strictly below the Wick value `3`. -/
theorem normalized_moments {N : ℕ} (hN : 1 ≤ N) :
    average (range N) (fun t => normalizedSpin N t ^ 2) = 1 ∧
    average (range N) (fun t => normalizedSpin N t ^ 4) = 3 - 2 / (N : ℝ) ∧
    average (range N) (fun t => normalizedSpin N t ^ 4) < 3 := by
  have hpos : (0 : ℝ) < N := by exact_mod_cast hN
  -- the normalization is a uniform coupling 1/√N
  have e : ∀ t, normalizedSpin N t =
      collective (fun _ => 1 / Real.sqrt N) (range N) t := by
    intro t
    simp only [normalizedSpin, collective, sum_div]
    exact sum_congr rfl fun i _ => by ring
  have hs : (1 / Real.sqrt N) ^ 2 = 1 / (N : ℝ) := by
    rw [div_pow, one_pow, Real.sq_sqrt hpos.le]
  have hs4 : (1 / Real.sqrt N) ^ 4 = (1 / (N : ℝ)) ^ 2 := by
    rw [← hs]
    ring
  have hc : (N : ℝ) * (1 / (N : ℝ)) = 1 := mul_one_div_cancel hpos.ne'
  have h4 : average (range N) (fun t => normalizedSpin N t ^ 4) = 3 - 2 / (N : ℝ) := by
    simp only [e]
    rw [fourth_moment]
    simp only [sum_const, card_range, nsmul_eq_mul]
    rw [hs, hs4]
    linear_combination (3 * ((N : ℝ) * (1 / (N : ℝ)) + 1) - 2 * (1 / (N : ℝ))) * hc
  refine ⟨?_, h4, ?_⟩
  · simp only [e]
    rw [second_moment]
    simp only [sum_const, card_range, nsmul_eq_mul]
    rw [hs, hc]
  · have h : 0 < 2 / (N : ℝ) := by positivity
    linarith

/-- The fourth moment of the normalized collective spin converges to the Wick value `3`
as the number of spins grows. -/
theorem tendsto_wick :
    Tendsto (fun N : ℕ => average (range N) (fun t => normalizedSpin N t ^ 4))
      atTop (𝓝 3) := by
  have h : Tendsto (fun N : ℕ => (3 : ℝ) - 2 / (N : ℝ)) atTop (𝓝 (3 - 0)) :=
    tendsto_const_nhds.sub (tendsto_const_div_atTop_nhds_zero_nat 2)
  rw [sub_zero] at h
  refine h.congr' ?_
  filter_upwards [eventually_ge_atTop 1] with N hN
  exact (normalized_moments hN).2.1.symm

end

end CollectiveSpinWick
```

```lean
#print axioms CollectiveSpinWick.wick_iff_uncoupled
-- 'CollectiveSpinWick.wick_iff_uncoupled' depends on axioms: [propext, Classical.choice, Quot.sound]
#print axioms CollectiveSpinWick.binomial_moments
-- 'CollectiveSpinWick.binomial_moments' depends on axioms: [propext, Classical.choice, Quot.sound]
#print axioms CollectiveSpinWick.normalized_moments
-- 'CollectiveSpinWick.normalized_moments' depends on axioms: [propext, Classical.choice, Quot.sound]
#print axioms CollectiveSpinWick.tendsto_wick
-- 'CollectiveSpinWick.tendsto_wick' depends on axioms: [propext, Classical.choice, Quot.sound]
```

## From the recursion to the moments in Lean

`average_insert` is the one-spin recursion for a general `g`. Its steps `up` and `down` compute the shifted collective spin for the two orientations, and `sum_powerset_insert` splits the subsets of the enlarged set according to whether they contain `j`. `average_affine` supplies linearity and the normalization of the average.

The two moment theorems use `Finset.induction_on`. In each `calc` block, the first step applies the recursion, the second expands the powers with `ring`, and the last inserts the induction hypothesis. The fourth moment also needs `second_moment` there, for the term $6a_j^2\langle M_s^2\rangle$. The term with coefficient `0` in the second-moment proof only brings the expression into the form that `average_affine` expects.

For `wick_iff_uncoupled`, the moment formulas reduce the equality to $\sum_{i\in s} a_i^4=0$. Since the summands are nonnegative, `sum_eq_zero_iff_of_nonneg` makes each of them zero. The converse is substitution.

`collective_uniform` proves $M_s=N-2k$, and `average_binomial` groups configurations by the size of `t` through `sum_powerset_apply_card`. `binomial_moments` reads this identity backwards, turning each binomial sum into an average whose value is already known.

In `normalized_moments`, the step `e` moves the factor $1/\sqrt N$ into the couplings. The steps `hs` and `hs4` evaluate its second and fourth powers, and `linear_combination` finishes the algebra using $N\cdot(1/N)=1$. Finally, `tendsto_wick` takes the limit of $3-2/N$ and transfers it to the fourth moment, because the two sequences agree from $N=1$ onwards.
